# Along a differentiable family of eigenvectors of a Hermitian Hamiltonian, the coupling derivative of the mixed energy is a pure expectation value

## States, operators and the real coupling

Let $V$ be a complex inner product space, of finite or infinite dimension. The inner product $\langle x,y\rangle$, written `⟪x, y⟫_ℂ` in Lean, is conjugate-linear in $x$ and linear in $y$.

```lean
import Mathlib

open scoped InnerProductSpace

namespace MixedEstimatorDerivative

noncomputable section

variable {V : Type*} [NormedAddCommGroup V] [InnerProductSpace ℂ V]
```

The operators $H_0$ and $O$ are bounded, as the type `V →L[ℂ] V` requires. Unbounded Hamiltonians, such as those with a kinetic energy in the continuum, are therefore not covered; a Hamiltonian in a finite orbital basis is. A real number $l$ couples the observable $O$ to the Hamiltonian:

$$H(l)=H_0+l\,O .$$

```lean
/-- The Hamiltonian `H(l) = H₀ + l O` with a real coupling `l` to the observable `O`. -/
def ham (H₀ O : V →L[ℂ] V) (l : ℝ) : V →L[ℂ] V := H₀ + (l : ℂ) • O
```

For a trial state $T$ and a propagated state $\varphi$ with $\langle T,\varphi\rangle\neq0$, the mixed energy is

$$E=\frac{\langle T,H\varphi\rangle}{\langle T,\varphi\rangle}.$$

In auxiliary-field Monte Carlo, $\varphi$ stands for the state that the weighted walkers represent. Here it is an exact vector, with no sampling noise.

```lean
/-- The mixed energy `⟨T, H φ⟩ / ⟨T, φ⟩` of a trial state `T` and a propagated state `φ`,
meant for nonzero overlap `⟨T, φ⟩`. -/
def mixedEnergy (H : V →L[ℂ] V) (T φ : V) : ℂ := ⟪T, H φ⟫_ℂ / ⟪T, φ⟫_ℂ
```

The vector $(H-E)x$ occurs throughout and gets a name.

```lean
/-- The vector `(H - E) x`. -/
def residual (H : V →L[ℂ] V) (E : ℂ) (x : V) : V := H x - E • x
```

Applied to a state, the coupled Hamiltonian gives $H(l)x=H_0x+l\,Ox$.

```lean
/-- The action of the coupled Hamiltonian on a state. -/
theorem ham_apply (H₀ O : V →L[ℂ] V) (l : ℝ) (x : V) :
    ham H₀ O l x = H₀ x + (l : ℂ) • O x := rfl
```

## The general derivative has two response terms

Let $T(l)$ and $\varphi(l)$ be differentiable at $l$, with derivatives $T'$ and $\varphi'$. `HasDerivAt` states both that a derivative exists and what it is. Since bounded linear maps commute with differentiation,

$$\frac{d}{dl}\bigl(H_0\varphi+l\,O\varphi\bigr)=H_0\varphi'+O\varphi+l\,O\varphi'=O\varphi+H\varphi'.$$

In the proof, `h0` and `h1` differentiate $H_0\varphi$ and $O\varphi$, and `hm` differentiates the factor $l$.

```lean
/-- Product rule: the derivative of `H(l) φ(l)` is `O φ + H φ'`. -/
theorem hasDerivAt_ham_apply (H₀ O : V →L[ℂ] V) {φ : ℝ → V} {φ' : V} {l : ℝ}
    (hφ : HasDerivAt φ φ' l) :
    HasDerivAt (fun m => ham H₀ O m (φ m)) (O (φ l) + ham H₀ O l φ') l := by
  have h0 : HasDerivAt (fun m => H₀ (φ m)) (H₀ φ') l :=
    (H₀.restrictScalars ℝ).hasFDerivAt.comp_hasDerivAt l hφ
  have h1 : HasDerivAt (fun m => O (φ m)) (O φ') l :=
    (O.restrictScalars ℝ).hasFDerivAt.comp_hasDerivAt l hφ
  have hm : HasDerivAt (fun m : ℝ => (m : ℂ)) 1 l := by
    simpa using (hasDerivAt_id l).ofReal_comp
  simp only [ham_apply]
  refine (h0.add (hm.smul h1)).congr_deriv ?_
  module
```

Write $N=\langle T,H\varphi\rangle$ and $D=\langle T,\varphi\rangle$. The product rule for the inner product gives

$$N'=\langle T,O\varphi\rangle+\langle T,H\varphi'\rangle+\langle T',H\varphi\rangle,\qquad D'=\langle T,\varphi'\rangle+\langle T',\varphi\rangle .$$

With $E=N/D$, the quotient rule reads $E'=(N'D-ND')/D^2=(N'-E\,D')/D$. Collecting the terms in $\varphi'$ and in $T'$,

$$E'=\frac{\langle T,O\varphi\rangle+\langle T,(H-E)\varphi'\rangle+\langle T',(H-E)\varphi\rangle}{\langle T,\varphi\rangle}.$$

The first term is the mixed estimate of $O$; the others are the responses of the propagated state and of the trial state. Neither Hermiticity nor an eigenvalue equation has been used. In Lean, `hN` and `hD` are the two derivatives, `fun_div` is the quotient rule, and `field_simp` with `ring` does the collecting.

```lean
/-- The derivative of the mixed energy is the mixed estimate of `O` plus one term from the
response of the propagated state and one from the response of the trial state. -/
theorem mixedEnergy_hasDerivAt (H₀ O : V →L[ℂ] V) {T φ : ℝ → V} {T' φ' : V} {l : ℝ}
    (hT : HasDerivAt T T' l) (hφ : HasDerivAt φ φ' l) (hne : ⟪T l, φ l⟫_ℂ ≠ 0) :
    HasDerivAt (fun m => mixedEnergy (ham H₀ O m) (T m) (φ m))
      ((⟪T l, O (φ l)⟫_ℂ
        + ⟪T l, residual (ham H₀ O l) (mixedEnergy (ham H₀ O l) (T l) (φ l)) φ'⟫_ℂ
        + ⟪T', residual (ham H₀ O l) (mixedEnergy (ham H₀ O l) (T l) (φ l)) (φ l)⟫_ℂ)
        / ⟪T l, φ l⟫_ℂ) l := by
  -- quotient rule for numerator and overlap
  have hN := hT.inner ℂ (hasDerivAt_ham_apply H₀ O hφ)
  have hD := hT.inner ℂ hφ
  refine (hN.fun_div hD hne).congr_deriv ?_
  simp only [residual, mixedEnergy, inner_sub_right, inner_smul_right, inner_add_right]
  field_simp
  ring
```

## How an eigenvector responds to the coupling

Now let $H_0$ and $O$ be Hermitian (`IsSymmetric`), and for every $l$ let $\varphi(l)$ be a unit vector with $H(l)\varphi(l)=\varepsilon(l)\varphi(l)$ and $\varepsilon(l)$ real. The family $\varphi(l)$ is again differentiable at the point considered. It need not follow the ground state, but at a degeneracy not every eigenvector belongs to such a family: for $H_0=0$ and $O=\mathrm{diag}(1,-1)$, the vector $(1,1)/\sqrt2$ at $l=0$ does not.

Differentiating $\langle\varphi,\varphi\rangle=1$ gives $\langle\varphi,\varphi'\rangle+\langle\varphi',\varphi\rangle=0$, which is `hnorm`. Hermiticity gives $\langle\varphi,H\varphi'\rangle=\varepsilon\langle\varphi,\varphi'\rangle$, which is `hs`. Differentiating $\varepsilon=\langle\varphi,H\varphi\rangle$ then yields the Hellmann–Feynman relation

$$\varepsilon'=\langle\varphi,O\varphi\rangle+\varepsilon\bigl(\langle\varphi,\varphi'\rangle+\langle\varphi',\varphi\rangle\bigr)=\langle\varphi,O\varphi\rangle .$$

This is `hε`; the differentiability of $\varepsilon$ is derived, not assumed. Differentiating both sides of $H\varphi=\varepsilon\varphi$ gives $O\varphi+H\varphi'=\varepsilon'\varphi+\varepsilon\varphi'$, which is `key`, and hence

$$(H-\varepsilon)\varphi'=\langle\varphi,O\varphi\rangle\,\varphi-O\varphi .$$

```lean
/-- Response equation: along a differentiable family of unit eigenvectors of a Hermitian
`H(l)`, one has `(H - ε) φ' = ⟨φ, O φ⟩ φ - O φ`. -/
theorem response_equation (H₀ O : V →L[ℂ] V)
    (hH₀ : (H₀ : V →ₗ[ℂ] V).IsSymmetric) (hO : (O : V →ₗ[ℂ] V).IsSymmetric)
    {φ : ℝ → V} {φ' : V} {ε : ℝ → ℝ} {l : ℝ} (hφ : HasDerivAt φ φ' l)
    (hunit : ∀ m, ‖φ m‖ = 1) (heig : ∀ m, ham H₀ O m (φ m) = (ε m : ℂ) • φ m) :
    residual (ham H₀ O l) (ε l) φ' = ⟪φ l, O (φ l)⟫_ℂ • φ l - O (φ l) := by
  have hA := hasDerivAt_ham_apply H₀ O hφ
  have hone : ∀ m, ⟪φ m, φ m⟫_ℂ = 1 := by
    intro m
    rw [inner_self_eq_norm_sq_to_K, hunit]
    simp
  -- normalisation
  have hnorm : ⟪φ l, φ'⟫_ℂ + ⟪φ', φ l⟫_ℂ = 0 := by
    have h := hφ.inner ℂ hφ
    simp only [hone] at h
    exact h.unique (hasDerivAt_const l (1 : ℂ))
  -- Hermiticity moves `H` onto the eigenvector
  have hs : ⟪φ l, ham H₀ O l φ'⟫_ℂ = (ε l : ℂ) * ⟪φ l, φ'⟫_ℂ := by
    have h1 : ⟪H₀ (φ l), φ'⟫_ℂ = ⟪φ l, H₀ φ'⟫_ℂ := hH₀ (φ l) φ'
    have h2 : ⟪O (φ l), φ'⟫_ℂ = ⟪φ l, O φ'⟫_ℂ := hO (φ l) φ'
    have h3 := congrArg (fun x => ⟪x, φ'⟫_ℂ) (heig l)
    simp only [ham_apply, inner_add_left, inner_smul_left, Complex.conj_ofReal, h1, h2] at h3
    rw [ham_apply, inner_add_right, inner_smul_right]
    exact h3
  -- derivative of the eigenvalue
  have hε : HasDerivAt (fun m => (ε m : ℂ)) ⟪φ l, O (φ l)⟫_ℂ l := by
    have h := hφ.inner ℂ hA
    have e : (fun m => ⟪φ m, ham H₀ O m (φ m)⟫_ℂ) = fun m => (ε m : ℂ) := by
      funext m
      rw [heig, inner_smul_right, hone, mul_one]
    rw [e] at h
    refine h.congr_deriv ?_
    rw [heig, inner_add_right, hs, inner_smul_right]
    linear_combination (ε l : ℂ) * hnorm
  -- differentiate both sides of the eigenvalue equation
  have key := hA.unique
    ((hε.smul hφ).congr_of_eventuallyEq (Filter.Eventually.of_forall heig))
  unfold residual
  linear_combination (norm := module) key
```

## The pure expectation, whatever the trial state

At an eigenvector, $E=\varepsilon\langle T,\varphi\rangle/\langle T,\varphi\rangle=\varepsilon$.

```lean
/-- At an eigenvector the mixed energy is the eigenvalue, for every trial state with nonzero
overlap. -/
theorem mixedEnergy_eigen {H : V →L[ℂ] V} {T φ : V} {ε : ℂ} (h : H φ = ε • φ)
    (hne : ⟪T, φ⟫_ℂ ≠ 0) : mixedEnergy H T φ = ε := by
  rw [mixedEnergy, h, inner_smul_right, mul_div_cancel_right₀ _ hne]
```

Hence $(H-E)\varphi=0$, and the trial-response term vanishes for every $T'$. Inserting the response equation into the general formula leaves

$$E'=\frac{\langle T,O\varphi\rangle+\langle\varphi,O\varphi\rangle\langle T,\varphi\rangle-\langle T,O\varphi\rangle}{\langle T,\varphi\rangle}=\langle\varphi,O\varphi\rangle .$$

The theorem states both conclusions for $T(l)$ and $\varphi(l)$ that are differentiable at $l$ and have nonzero overlap there. Its final rewriting is this cancellation.

```lean
/-- For unit eigenvectors `φ(l)` of a Hermitian `H(l)`, the trial-response term vanishes and the
derivative of the mixed energy is the pure expectation `⟨φ, O φ⟩`. -/
theorem mixedEnergy_hasDerivAt_pure (H₀ O : V →L[ℂ] V)
    (hH₀ : (H₀ : V →ₗ[ℂ] V).IsSymmetric) (hO : (O : V →ₗ[ℂ] V).IsSymmetric)
    {T φ : ℝ → V} {T' φ' : V} {ε : ℝ → ℝ} {l : ℝ}
    (hT : HasDerivAt T T' l) (hφ : HasDerivAt φ φ' l) (hne : ⟪T l, φ l⟫_ℂ ≠ 0)
    (hunit : ∀ m, ‖φ m‖ = 1) (heig : ∀ m, ham H₀ O m (φ m) = (ε m : ℂ) • φ m) :
    ⟪T', residual (ham H₀ O l) (mixedEnergy (ham H₀ O l) (T l) (φ l)) (φ l)⟫_ℂ = 0 ∧
    HasDerivAt (fun m => mixedEnergy (ham H₀ O m) (T m) (φ m)) ⟪φ l, O (φ l)⟫_ℂ l := by
  have hE := mixedEnergy_eigen (heig l) hne
  have hr : residual (ham H₀ O l) (ε l) (φ l) = 0 := by
    rw [residual, heig, sub_self]
  refine ⟨by rw [hE, hr, inner_zero_right],
    (mixedEnergy_hasDerivAt H₀ O hT hφ hne).congr_deriv ?_⟩
  rw [hE, hr, response_equation H₀ O hH₀ hO hφ hunit heig, inner_zero_right,
    inner_sub_right, inner_smul_right, add_zero, add_sub_cancel,
    mul_div_cancel_right₀ _ hne]
```

Hermiticity matters here. Take

$$H_0=\begin{pmatrix}0&1\\0&1\end{pmatrix},\qquad O=\begin{pmatrix}0&0\\0&1\end{pmatrix},$$

so that $O$ is Hermitian and $H_0$ is not. The normalised vector along $(1,1+l)$ is an eigenvector of $H(l)$ with eigenvalue $1+l$. With $T=(1,0)$ the overlap is never zero, and $E'=1$. At $l=0$, however, $\varphi=(1,1)/\sqrt2$ and $\langle\varphi,O\varphi\rangle=1/2$.

Dividing the response equation's overlap with $T$ by $\langle T,\varphi\rangle$ isolates what the propagated state contributes:

$$\frac{\langle T,(H-\varepsilon)\varphi'\rangle}{\langle T,\varphi\rangle}=\langle\varphi,O\varphi\rangle-\frac{\langle T,O\varphi\rangle}{\langle T,\varphi\rangle}.$$

For a differentiable family of exact unit eigenvectors of a bounded Hermitian Hamiltonian, the response of the propagated state thus supplies exactly the correction that turns the mixed estimate of an observable into its pure expectation, the quantity that back propagation also targets.

```lean
/-- For unit eigenvectors, the response term of the propagated state is the pure expectation of
`O` minus its mixed estimate. -/
theorem response_term_eq_bias (H₀ O : V →L[ℂ] V)
    (hH₀ : (H₀ : V →ₗ[ℂ] V).IsSymmetric) (hO : (O : V →ₗ[ℂ] V).IsSymmetric)
    {φ : ℝ → V} {T φ' : V} {ε : ℝ → ℝ} {l : ℝ}
    (hφ : HasDerivAt φ φ' l) (hne : ⟪T, φ l⟫_ℂ ≠ 0)
    (hunit : ∀ m, ‖φ m‖ = 1) (heig : ∀ m, ham H₀ O m (φ m) = (ε m : ℂ) • φ m) :
    ⟪T, residual (ham H₀ O l) (ε l) φ'⟫_ℂ / ⟪T, φ l⟫_ℂ
      = ⟪φ l, O (φ l)⟫_ℂ - ⟪T, O (φ l)⟫_ℂ / ⟪T, φ l⟫_ℂ := by
  rw [response_equation H₀ O hH₀ hO hφ hunit heig, inner_sub_right, inner_smul_right,
    sub_div, mul_div_cancel_right₀ _ hne]
```

The eigenvectors could also have been modelled as merely nonzero, without fixing their norm. The pure expectation would then read $\langle\varphi,O\varphi\rangle/\langle\varphi,\varphi\rangle$, both in the response equation and in the final derivative.

## A two-level system with a nonzero correction

A spin in a tilted field satisfies all the hypotheses. Its state space is $\mathbb C^2$.

```lean
/-- The state space of a two-level system. -/
abbrev Qubit := EuclideanSpace ℂ (Fin 2)
```

The Hamiltonian without coupling is $\sigma_z$, which maps $(x_0,x_1)$ to $(x_0,-x_1)$.

```lean
/-- The Pauli operator `σz`. -/
def sigmaZ : Qubit →L[ℂ] Qubit := LinearMap.toContinuousLinearMap
  { toFun := fun x => !₂[x 0, -x 1]
    map_add' := by intro x y; ext i; fin_cases i <;> simp [add_comm]
    map_smul' := by intro a x; ext i; fin_cases i <;> simp }
```

The observable is $\sigma_x$, which exchanges the two amplitudes.

```lean
/-- The Pauli operator `σx`. -/
def sigmaX : Qubit →L[ℂ] Qubit := LinearMap.toContinuousLinearMap
  { toFun := fun x => !₂[x 1, x 0]
    map_add' := by intro x y; ext i; fin_cases i <;> simp
    map_smul' := by intro a x; ext i; fin_cases i <;> simp }
```

States with real amplitudes $c$ and $s$ are written $(c,s)$.

```lean
/-- The two-level vector with real amplitudes `c` and `s`. -/
def spin (c s : ℝ) : Qubit := (c : ℂ) • !₂[1, 0] + (s : ℂ) • !₂[0, 1]
```

Set $\theta=\arctan l$ and $\varphi(l)=(\cos\tfrac\theta2,\sin\tfrac\theta2)$.

```lean
/-- The two-level state with amplitudes `cos (θ/2)` and `sin (θ/2)`, where `θ = arctan l`. -/
def tilted (l : ℝ) : Qubit :=
  spin (Real.cos (Real.arctan l / 2)) (Real.sin (Real.arctan l / 2))
```

With $r=\sqrt{1+l^2}$ we have $r\cos\theta=1$ and $r\sin\theta=l$. The two components of $(\sigma_z+l\sigma_x)\varphi$ are therefore

$$\cos\tfrac\theta2+l\sin\tfrac\theta2=r\cos\bigl(\theta-\tfrac\theta2\bigr)=r\cos\tfrac\theta2,$$

$$l\cos\tfrac\theta2-\sin\tfrac\theta2=r\sin\bigl(\theta-\tfrac\theta2\bigr)=r\sin\tfrac\theta2 .$$

So $\varphi(l)$ belongs to the upper level, with eigenvalue $r$. It has unit norm because $\cos^2\tfrac\theta2+\sin^2\tfrac\theta2=1$, and it is differentiable as a composition of smooth functions. The theorem also checks that both Pauli operators are Hermitian. For the eigenvalue equation, Lean uses the double-angle formulas `hC` and `hS` and combines them linearly.

```lean
/-- The tilted states are differentiable unit eigenvectors of the Hermitian family
`σz + l σx`, with eigenvalue `√(1 + l²)`. -/
theorem tilted_witness :
    (sigmaZ : Qubit →ₗ[ℂ] Qubit).IsSymmetric ∧ (sigmaX : Qubit →ₗ[ℂ] Qubit).IsSymmetric ∧
    Differentiable ℝ tilted ∧ (∀ l, ‖tilted l‖ = 1) ∧
    ∀ l, ham sigmaZ sigmaX l (tilted l) = ((√(1 + l ^ 2) : ℝ) : ℂ) • tilted l := by
  refine ⟨?_, ?_, ?_, ?_, ?_⟩
  · intro x y
    change ⟪(!₂[x 0, -x 1] : Qubit), y⟫_ℂ = ⟪x, (!₂[y 0, -y 1] : Qubit)⟫_ℂ
    simp [PiLp.inner_apply, Fin.sum_univ_two]
  · intro x y
    change ⟪(!₂[x 1, x 0] : Qubit), y⟫_ℂ = ⟪x, (!₂[y 1, y 0] : Qubit)⟫_ℂ
    simp [PiLp.inner_apply, Fin.sum_univ_two, add_comm]
  · have hθ : Differentiable ℝ (fun l : ℝ => Real.arctan l / 2) :=
      Real.differentiable_arctan.div_const 2
    have hc : Differentiable ℝ (fun l : ℝ => ((Real.cos (Real.arctan l / 2) : ℝ) : ℂ)) :=
      Complex.ofRealCLM.differentiable.comp hθ.cos
    have hs : Differentiable ℝ (fun l : ℝ => ((Real.sin (Real.arctan l / 2) : ℝ) : ℂ)) :=
      Complex.ofRealCLM.differentiable.comp hθ.sin
    exact (hc.smul_const _).add (hs.smul_const _)
  · have h : ∀ c s : ℝ, c ^ 2 + s ^ 2 = 1 → ‖spin c s‖ = 1 := by
      intro c s h
      rw [EuclideanSpace.norm_eq]
      simp [spin, Fin.sum_univ_two, h]
    exact fun l => h _ _ (Real.cos_sq_add_sin_sq _)
  · have h : ∀ l r c s : ℝ, c + l * s = r * c → -s + l * c = r * s →
        ham sigmaZ sigmaX l (spin c s) = (r : ℂ) • spin c s := by
      intro l r c s h1 h2
      change (!₂[spin c s 0, -spin c s 1] : Qubit)
        + (l : ℂ) • (!₂[spin c s 1, spin c s 0] : Qubit) = _
      ext i
      fin_cases i
      · simp [spin]
        exact_mod_cast h1
      · simp [spin]
        exact_mod_cast h2
    intro l
    have hr : √(1 + l ^ 2) ≠ 0 := (Real.sqrt_pos.mpr (by positivity)).ne'
    -- half-angle relations for `θ = arctan l`
    have hC := Real.cos_two_mul (Real.arctan l / 2)
    have hS := Real.sin_two_mul (Real.arctan l / 2)
    rw [mul_div_cancel₀ _ (two_ne_zero' ℝ), Real.cos_arctan] at hC
    rw [mul_div_cancel₀ _ (two_ne_zero' ℝ), Real.sin_arctan] at hS
    have h3 := Real.sin_sq_add_cos_sq (Real.arctan l / 2)
    unfold tilted
    generalize Real.cos (Real.arctan l / 2) = c at *
    generalize Real.sin (Real.arctan l / 2) = s at *
    generalize √(1 + l ^ 2) = r at *
    have h1 : r * (2 * c ^ 2 - 1) = 1 := by rw [← hC]; exact mul_one_div_cancel hr
    have h2 : l = r * (2 * s * c) := by rw [← hS]; exact (mul_div_cancel₀ l hr).symm
    apply h
    · linear_combination s * h2 - c * h1 + 2 * r * c * h3
    · linear_combination c * h2 + s * h1
```

At $l=0$ the state is $\varphi=(1,0)$, and $\sigma_x\varphi=(0,1)$. The code takes the trial vector $(1,1)$; normalised, it is $T=(1,1)/\sqrt2$, and the ratio is the same:

$$\frac{\langle T,\sigma_x\varphi\rangle}{\langle T,\varphi\rangle}=\frac{1/\sqrt2}{1/\sqrt2}=1,\qquad \langle\varphi,\sigma_x\varphi\rangle=0 .$$

The response term must therefore be $-1$. Directly, $\varphi'=(0,\tfrac12)$ gives $(\sigma_z-1)\varphi'=(0,-1)$, whose overlap with $T$, divided by $\langle T,\varphi\rangle$, is indeed $-1$.

```lean
/-- For the tilted state at `l = 0` and the trial vector `(1, 1)`, the mixed estimate of `σx`
is `1` while its pure expectation is `0`. -/
theorem mixed_estimate_ne_pure :
    ⟪spin 1 1, sigmaX (tilted 0)⟫_ℂ / ⟪spin 1 1, tilted 0⟫_ℂ = 1 ∧
    ⟪tilted 0, sigmaX (tilted 0)⟫_ℂ = 0 := by
  have h0 : tilted 0 = spin 1 0 := by simp [tilted]
  have hx : sigmaX (spin 1 0) = !₂[spin 1 0 1, spin 1 0 0] := rfl
  rw [h0, hx]
  constructor <;> simp [spin, PiLp.inner_apply, EuclideanSpace.norm_eq, Fin.sum_univ_two]

end

end MixedEstimatorDerivative
```

```lean
#print axioms MixedEstimatorDerivative.mixedEnergy_hasDerivAt_pure
-- 'MixedEstimatorDerivative.mixedEnergy_hasDerivAt_pure' depends on axioms: [propext, Classical.choice, Quot.sound]
#print axioms MixedEstimatorDerivative.response_term_eq_bias
-- 'MixedEstimatorDerivative.response_term_eq_bias' depends on axioms: [propext, Classical.choice, Quot.sound]
#print axioms MixedEstimatorDerivative.mixed_estimate_ne_pure
-- 'MixedEstimatorDerivative.mixed_estimate_ne_pure' depends on axioms: [propext, Classical.choice, Quot.sound]
```
